# Open-chain overlap determinants are positive at every length exactly when |s| ≤ 1/2

A: Place n normalised orbitals in a row, with real overlap s between nearest neighbours and zero overlap otherwise. The determinant Dₙ of their overlap matrix Sₙ is positive for every n if and only if |s| ≤ 1/2.

Q: Why should a physicist care about the sign?

A: Put n same-spin electrons into these orbitals. The Slater determinant with the usual prefactor 1/√(n!) has squared norm Dₙ, so linearly independent orbitals need Dₙ > 0. In nonorthogonal electronic-structure work, this limits the overlap that a long chain can have, provided that only nearest neighbours overlap.

Q: Does the Lean matrix describe that chain?

A: Here it is.

```lean
import Mathlib

open Real

namespace OpenChainOverlap

noncomputable section

/-- The overlap matrix of an open chain of `n` normalised orbitals: ones on the diagonal,
`s` between nearest neighbours and zeros elsewhere. -/
def chainOverlap (n : ℕ) (s : ℝ) : Matrix (Fin n) (Fin n) ℝ :=
  Matrix.of fun i j =>
    if i = j then 1 else if (i : ℕ) + 1 = j ∨ (j : ℕ) + 1 = i then s else 0
```

A: `chainOverlap n s` is Sₙ, with sites numbered from 0 by `Fin n`. The diagonal 1 fixes normalisation. Sites are neighbours when their numbers differ by one, so the ends are not joined. The same s serves every bond and every length.

Q: I see no orbitals, only numbers.

A: Correct. Identifying the entries with integrals over actual orbitals is the step left to the physicist. Orbitals in actual calculations usually also overlap beyond nearest neighbours, and this matrix sets those overlaps to zero.

Q: Is the recurrence for Dₙ assumed?

A: No, it is derived from the matrix. The starting values are D₀ = 1, for the empty matrix, and D₁ = 1.

```lean
/-- The overlap determinant of the empty chain is one. -/
theorem det_zero (s : ℝ) : (chainOverlap 0 s).det = 1 := by
  simp

/-- The overlap determinant of a single normalised orbital is one. -/
theorem det_one (s : ℝ) : (chainOverlap 1 s).det = 1 := by
  simp [chainOverlap]
```

A: Now expand Sₙ₊₂ along its first row, whose only nonzero entries are 1 and s. The minor belonging to 1 is Dₙ₊₁. The minor belonging to s has first column (s, 0, …, 0), so it equals s Dₙ. With the alternating sign,

Dₙ₊₂ = Dₙ₊₁ − s² Dₙ.

In Lean, `h1` and `h2` identify the two minors, and `ej` removes the rest of the row.

```lean
/-- Overlap determinants of successive chain lengths obey the three-term recurrence
`D (n+2) = D (n+1) - s² D n`. -/
theorem det_recurrence (n : ℕ) (s : ℝ) :
    (chainOverlap (n + 2) s).det
      = (chainOverlap (n + 1) s).det - s ^ 2 * (chainOverlap n s).det := by
  -- removing the first orbital leaves a shorter chain
  have h1 : (chainOverlap (n + 2) s).submatrix Fin.succ (Fin.succAbove 0)
      = chainOverlap (n + 1) s := by
    ext i j
    simp [chainOverlap, Fin.ext_iff]
  -- the other minor is expanded along its first column
  have h2 : ((chainOverlap (n + 2) s).submatrix Fin.succ
      (Fin.succAbove (Fin.succ 0))).det = s * (chainOverlap n s).det := by
    obtain ⟨A, hA⟩ : ∃ A, A = (chainOverlap (n + 2) s).submatrix Fin.succ
      (Fin.succAbove (Fin.succ 0)) := ⟨_, rfl⟩
    have hm : A.submatrix (Fin.succAbove 0) Fin.succ = chainOverlap n s := by
      rw [hA]
      ext i j
      simp only [Matrix.submatrix_apply, Fin.succ_succAbove_succ, Fin.succAbove_zero]
      simp [chainOverlap, Fin.ext_iff]
    have h00 : A 0 0 = s := by
      rw [hA]
      simp [chainOverlap, Fin.ext_iff]
    have hi : ∀ i : Fin n, A i.succ 0 = 0 := by
      intro i
      rw [hA]
      simp [chainOverlap, Fin.ext_iff]
    rw [← hA, Matrix.det_succ_column_zero A, Fin.sum_univ_succ, hm, h00,
      Finset.sum_eq_zero (fun i _ => by rw [hi i]; simp)]
    simp
  have e0 : chainOverlap (n + 2) s 0 0 = 1 := by simp [chainOverlap]
  have e1 : chainOverlap (n + 2) s 0 (Fin.succ 0) = s := by
    simp [chainOverlap, Fin.ext_iff]
  have ej : ∀ j : Fin n, chainOverlap (n + 2) s 0 j.succ.succ = 0 := by
    intro j
    simp [chainOverlap, Fin.ext_iff]
  rw [Matrix.det_succ_row_zero (chainOverlap (n + 2) s), Fin.sum_univ_succ,
    Fin.sum_univ_succ, h1, h2, e0, e1,
    Finset.sum_eq_zero (fun j _ => by rw [ej j]; simp)]
  simp only [Fin.val_succ, Fin.val_zero]
  ring
```

Q: A difference can turn negative. What prevents that for |s| ≤ 1/2?

A: A second inequality carried through the induction: Dₙ > 0 and Dₙ ≤ 2Dₙ₊₁. It starts with 1 > 0 and 1 ≤ 2. If it holds at n, then Dₙ₊₁ ≥ Dₙ/2 > 0, and since s² ≤ 1/4,

2Dₙ₊₂ = 2Dₙ₊₁ − 2s²Dₙ ≥ 2Dₙ₊₁ − Dₙ/2 ≥ Dₙ₊₁.

Lean multiplies s² ≤ 1/4 by Dₙ in `hmul`, and `linarith` does the rest.

```lean
/-- If `|s| ≤ 1/2`, the overlap determinant is positive, and adding one orbital to the chain
reduces it by at most a factor of two. -/
theorem det_pos_and_le (s : ℝ) (hs : |s| ≤ 1 / 2) (n : ℕ) :
    0 < (chainOverlap n s).det ∧
      (chainOverlap n s).det ≤ 2 * (chainOverlap (n + 1) s).det := by
  have hs2 : s ^ 2 ≤ 1 / 4 := by
    rw [← sq_abs s]
    nlinarith [abs_nonneg s]
  induction n with
  | zero =>
    rw [det_zero, det_one]
    norm_num
  | succ n ih =>
    obtain ⟨hpos, hle⟩ := ih
    have hmul := mul_le_mul_of_nonneg_right hs2 hpos.le
    have hrec := det_recurrence n s
    constructor
    · linarith
    · rw [hrec]
      linarith
```

Q: And exactly at |s| = 1/2?

A: There Dₙ = (n+1)/2ⁿ, which is positive for every n. The formula gives 1 at n = 0 and n = 1, and the recurrence preserves it:

(n+2)/2ⁿ⁺¹ − (n+1)/2ⁿ⁺² = (n+3)/2ⁿ⁺².

```lean
/-- At the critical overlap `|s| = 1/2` the determinant of a chain of `n` orbitals
is `(n + 1) / 2 ^ n`, written here as a product. -/
theorem det_critical (s : ℝ) (hs : |s| = 1 / 2) :
    ∀ n : ℕ, (chainOverlap n s).det = ((n : ℝ) + 1) * (1 / 2) ^ n
  | 0 => by rw [det_zero]; norm_num
  | 1 => by rw [det_one]; norm_num
  | n + 2 => by
    have hs2 : s ^ 2 = 1 / 4 := by
      rw [← sq_abs s, hs]
      norm_num
    rw [det_recurrence, det_critical s hs (n + 1), det_critical s hs n, hs2]
    push_cast
    ring
```

Q: Two orbitals with s = 0.6 are perfectly possible, since D₂ = 0.64. Doesn't that contradict you?

A: No, the bound concerns all lengths together. At s = 0.6, D₄ is still positive, but D₅ is negative, so no five orbitals can have these overlaps. To find where positivity ends for |s| > 1/2, choose θ with 2|s| cos θ = 1. Then

sin θ · Dₙ = |s|ⁿ sin((n+1)θ).

This is immediate at n = 0. At n = 1 it follows from sin 2θ = 2 sin θ cos θ. For the step, put φ = (n+2)θ. The recurrence gives

sin θ · Dₙ₊₂ = |s|ⁿ⁺¹ sin φ − |s|ⁿ⁺² sin(φ−θ).

Because 2|s| cos θ = 1, the first term is |s|ⁿ⁺² · 2 cos θ sin φ, and

2 cos θ sin φ − sin(φ−θ) = sin(φ+θ).

The final `linear_combination` combines these same identities.

```lean
/-- If the angle `θ` satisfies `2 |s| cos θ = 1`, the overlap determinant `D n` of the chain
obeys `sin θ * D n = |s| ^ n * sin ((n + 1) θ)`. -/
theorem sin_mul_det (s θ : ℝ) (h : 2 * |s| * cos θ = 1) :
    ∀ n : ℕ, sin θ * (chainOverlap n s).det = |s| ^ n * sin (((n : ℝ) + 1) * θ)
  | 0 => by rw [det_zero]; simp
  | 1 => by
    have e : (((1 : ℕ) : ℝ) + 1) * θ = 2 * θ := by norm_num
    rw [det_one, e, sin_two_mul]
    linear_combination (-(sin θ)) * h
  | n + 2 => by
    have ih0 := sin_mul_det s θ h n
    have ih1 := sin_mul_det s θ h (n + 1)
    have hrec := det_recurrence n s
    rw [← sq_abs s] at hrec
    -- both outer angles are written relative to the middle one
    have e0 : ((n : ℝ) + 1) * θ = (((n + 1 : ℕ) : ℝ) + 1) * θ - θ := by
      push_cast
      ring
    have e2 : (((n + 2 : ℕ) : ℝ) + 1) * θ = (((n + 1 : ℕ) : ℝ) + 1) * θ + θ := by
      push_cast
      ring
    rw [e0, sin_sub] at ih0
    rw [hrec, e2, sin_add]
    linear_combination ih1 - |s| ^ 2 * ih0
      - |s| ^ (n + 1) * sin ((((n + 1 : ℕ) : ℝ) + 1) * θ) * h
```

Q: So where does a finite chain fail?

A: Let 0 < θ < π. Then sin θ and |s| are positive, so Dₖ has the sign of sin((k+1)θ). If (n+1)θ < π, every Dₖ with k ≤ n is positive. Conversely, the angle starts at θ < π and grows by θ < π per site. The first time it reaches or passes π, it is still below 2π, where the sine is zero or negative. The induction `key` is this argument.

```lean
/-- Let `2 |s| cos θ = 1` with `0 < θ < π`. The overlap determinants of all chains of at most
`n` orbitals are positive if and only if `(n + 1) θ < π`. -/
theorem det_pos_upto_iff (s θ : ℝ) (h : 2 * |s| * cos θ = 1) (h0 : 0 < θ) (hpi : θ < π)
    (n : ℕ) :
    (∀ k ≤ n, 0 < (chainOverlap k s).det) ↔ ((n : ℝ) + 1) * θ < π := by
  have hsin : 0 < sin θ := sin_pos_of_pos_of_lt_pi h0 hpi
  have hs : 0 < |s| := by
    apply abs_pos.mpr
    intro hz
    rw [hz] at h
    simp at h
  constructor
  · intro hD
    -- the angle cannot step over π without the sine losing its positive sign
    have key : ∀ k : ℕ, k ≤ n → ((k : ℝ) + 1) * θ < π := by
      intro k
      induction k with
      | zero =>
        intro _
        simpa using hpi
      | succ k ih =>
        intro hk
        have hprev := ih (by omega)
        by_contra hc
        have hge := not_lt.mp hc
        have hle : (((k + 1 : ℕ) : ℝ) + 1) * θ - π ≤ π := by
          push_cast
          linarith
        have hnn := sin_nonneg_of_nonneg_of_le_pi (sub_nonneg.mpr hge) hle
        rw [sin_sub_pi] at hnn
        have hprod := mul_nonneg (pow_pos hs (k + 1)).le hnn
        rw [mul_neg, ← sin_mul_det s θ h (k + 1)] at hprod
        have hpos := mul_pos hsin (hD (k + 1) hk)
        linarith
    exact key n le_rfl
  · intro hn k hk
    have hkn : (k : ℝ) ≤ n := by exact_mod_cast hk
    have hlt : ((k : ℝ) + 1) * θ < π := by nlinarith
    have hpos : 0 < sin (((k : ℝ) + 1) * θ) :=
      sin_pos_of_pos_of_lt_pi (by positivity) hlt
    apply (mul_pos_iff_of_pos_left hsin).mp
    rw [sin_mul_det s θ h k]
    exact mul_pos (pow_pos hs k) hpos
```

Q: Then the full equivalence needs only a suitable θ?

A: Yes. If |s| > 1/2, then 1/(2|s|) lies between 0 and 1, and θ = arccos(1/(2|s|)) lies between 0 and π/2. Pick n > π/θ. Then (n+1)θ > π, so some chain of at most n orbitals has Dₖ ≤ 0. Lean runs this as a contradiction, and takes the other direction from `det_pos_and_le`.

```lean
/-- The overlap determinants of open chains of every length are positive if and only if the
nearest-neighbour overlap satisfies `|s| ≤ 1/2`. -/
theorem det_pos_forall_iff (s : ℝ) :
    (∀ n : ℕ, 0 < (chainOverlap n s).det) ↔ |s| ≤ 1 / 2 := by
  constructor
  · intro hD
    by_contra hc
    have hs : 1 / 2 < |s| := not_le.mp hc
    have hs0 : 0 < |s| := by linarith
    have hx0 : 0 < 1 / (2 * |s|) := by positivity
    have hx1 : 1 / (2 * |s|) < 1 := by
      rw [div_lt_one (by positivity)]
      linarith
    -- a stronger overlap defines a real angle, and a long chain exhausts π
    obtain ⟨θ, hθ⟩ : ∃ θ, θ = arccos (1 / (2 * |s|)) := ⟨_, rfl⟩
    have h0 : 0 < θ := by
      rw [hθ]
      exact arccos_pos.mpr hx1
    have hpi : θ < π := by
      have hhalf := arccos_lt_pi_div_two.mpr hx0
      rw [← hθ] at hhalf
      linarith [pi_pos]
    have h : 2 * |s| * cos θ = 1 := by
      rw [hθ, cos_arccos (by linarith) hx1.le]
      exact mul_one_div_cancel (by positivity)
    obtain ⟨n, hn⟩ := exists_nat_gt (π / θ)
    rw [div_lt_iff₀ h0] at hn
    have hlt := (det_pos_upto_iff s θ h h0 hpi n).mp (fun k _ => hD k)
    linarith
  · intro hs n
    exact (det_pos_and_le s hs n).1

end

end OpenChainOverlap
```

```lean
#print axioms OpenChainOverlap.det_pos_forall_iff
```

```
'OpenChainOverlap.det_pos_forall_iff' depends on axioms: [propext, Classical.choice, Quot.sound]
```
